# On a finite lattice, sufficiently small mixing makes the linearised density iteration converge if the response is symmetric with eigenvalues below 1

In a self-consistent density functional calculation on a lattice, an input density n determines an effective potential, and the occupied orbitals in that potential give an output density F(n). The calculation seeks a density with F(n) = n. Feeding the output straight back in can fail. If the input has slightly too much charge on one site, the repulsion raises the potential there, and the output may have too little charge by a larger amount. The next step overshoots in the other direction, and the oscillation grows. Linear mixing damps it by moving only part of the way:

n_new = (1 − α) n + α F(n).

How large may the mixing parameter α be?

## The mixing condition derived from the eigenvalues

Let n* be a self-consistent density, d = n − n* the error, and J the derivative of F at n*. To first order, F(n* + d) = n* + J d, so one mixing step turns the error d into

M d = (1 − α) d + α J d.

Suppose that J is a real symmetric matrix with all eigenvalues in [−a, b], that b < 1, and that α > 0 and α(1 + a) < 2. The claim is that Mᵏ d → 0 as k → ∞ for every starting error d. On a lattice with at least one site there is an eigenvalue, so −a ≤ b < 1. Hence 1 + a > 0, and the condition on α reads 0 < α < 2/(1 + a).

If J v = μ v, then

M v = (1 − α + α μ) v = g(μ) v, with g(μ) = 1 − α(1 − μ).

Since J is symmetric, it has an orthonormal basis of eigenvectors e_i with eigenvalues μ_i. The component of M d along e_i is g(μ_i) ⟨e_i, d⟩. If |g(μ_i)| ≤ q for all i, with q ≥ 0, then

‖M d‖² = Σ_i g(μ_i)² ⟨e_i, d⟩² ≤ q² Σ_i ⟨e_i, d⟩² = q² ‖d‖².

Thus ‖M d‖ ≤ q ‖d‖, and after k steps ‖Mᵏ d‖ ≤ qᵏ ‖d‖.

It remains to find such a q below 1. Because α > 0 and −a ≤ μ ≤ b,

1 − α(1 + a) ≤ g(μ) ≤ 1 − α(1 − b).

Therefore |g(μ)| is at most

q = max(0, 1 − α(1 − b), α(1 + a) − 1).

The second entry is below 1 because α(1 − b) > 0, and the third because α(1 + a) < 2. So q < 1, and qᵏ ‖d‖ → 0.

The two conditions have distinct meanings. An eigenvalue μ = 1 belongs to a density change that the self-consistency loop returns unaltered to first order, so mixing cannot remove it; for μ > 1 the loop amplifies the change with the same sign. The condition b < 1 excludes both. The condition α(1 + a) < 2 keeps g(μ) above −1, so that an error that changes sign at every step still shrinks. For α ≤ 1, such sign changes occur only in modes with negative μ. With no damping, α = 1, it requires a < 1.

For Kohn–Sham calculations with linear mixing, this describes the stage at which errors are small enough to be treated linearly, within a finite-lattice model whose response J is symmetric.

## Densities and the mixing step in Lean

```lean
import Mathlib

open Filter Topology Module.End

namespace LatticeDFT.LinearMixing

noncomputable section
```

A density profile assigns a real number to each site of ι, and its size is measured by the Euclidean norm.

```lean
/-- Real density profiles on a finite lattice with site set `ι`, with the Euclidean norm. -/
abbrev Density (ι : Type*) := EuclideanSpace ℝ ι
```

Neither positivity nor a fixed particle number is imposed. Convergence "from every start" therefore includes errors that change the total charge.

```lean
variable {ι : Type*} [Fintype ι]

/-- One self-consistency step with linear mixing: the fraction `α` of the output density `F n`
is mixed with the fraction `1 - α` of the input density `n`. -/
def mixStep (α : ℝ) (F : Density ι → Density ι) (n : Density ι) : Density ι :=
  (1 - α) • n + α • F n
```

The function `mixStep α F` performs one step for an arbitrary density map `F`. No orbitals or functional are specified. When the linear map `J` takes the place of `F`, the same definition gives M, and `(mixStep α J)^[k] d` is Mᵏ d.

## The linearised step and its eigenvectors

The next theorem justifies that replacement. If `F` has derivative `J` at `n`, the mixing step has derivative (1 − α) + α J there. Taking `n` to be the self-consistent density gives the linearisation used above.

```lean
/-- If the density map `F` has derivative `J` at `n`, the mixing step has derivative
`(1 - α) + α J` there. -/
theorem hasFDerivAt_mixStep {F : Density ι → Density ι} {J : Density ι →L[ℝ] Density ι}
    {n : Density ι} (α : ℝ) (hF : HasFDerivAt F J n) :
    HasFDerivAt (mixStep α F) ((1 - α) • ContinuousLinearMap.id ℝ (Density ι) + α • J) n := by
  have h := ((hasFDerivAt_id (𝕜 := ℝ) n).const_smul (1 - α)).add (hF.const_smul α)
  exact h
```

The proof differentiates the two terms of the mixing step separately and adds the results. Differentiability of `F` is a hypothesis; for a particular functional it has to be established separately.

An eigenvector is then followed through k steps.

```lean
omit [Fintype ι] in
/-- An error along an eigenvector of `J` with eigenvalue `μ` is multiplied by
`1 - α (1 - μ)` in every step of the linearised iteration. -/
theorem iterate_eigenvector {J : Density ι →ₗ[ℝ] Density ι} {μ : ℝ} {v : Density ι}
    (α : ℝ) (hv : J v = μ • v) (k : ℕ) :
    (mixStep α J)^[k] v = (1 - α * (1 - μ)) ^ k • v := by
  induction k with
  | zero => simp
  | succ k ih =>
    rw [Function.iterate_succ_apply', ih, mixStep, map_smul, hv]
    module
```

The induction applies one more step to g(μ)ᵏ v, uses linearity and `J v = μ • v`, and lets `module` collect the scalar factors. Symmetry is not needed here.

## A common bound on all the factors

In the following theorem `hJ : J.IsSymmetric` says that ⟨J x, y⟩ = ⟨x, J y⟩ for all x and y, and `HasEigenvalue J μ` says that some nonzero vector v satisfies J v = μ v. The hypothesis `h` requires |g(μ)| ≤ q for every eigenvalue.

Symmetry is a real restriction on the physics. The derivative J is the product of two responses, that of the potential to the density and that of the density to the potential. Even when both are symmetric, their product is symmetric only if they commute. They do so, for example, on a periodic lattice with one site per unit cell if the hopping, the effective potential and the interaction are all translation-invariant; plane waves then diagonalise both.

```lean
/-- For symmetric `J`, a common bound `q ≥ 0` on the absolute values of the factors
`1 - α (1 - μ)` over all eigenvalues `μ` bounds the growth of the error norm in one step. -/
theorem norm_mixStep_le {J : Density ι →ₗ[ℝ] Density ι} (hJ : J.IsSymmetric) {α q : ℝ}
    (hq : 0 ≤ q) (h : ∀ μ : ℝ, HasEigenvalue J μ → |1 - α * (1 - μ)| ≤ q) (d : Density ι) :
    ‖mixStep α J d‖ ≤ q * ‖d‖ := by
  -- an orthonormal basis of eigenvectors
  obtain ⟨e, μ, hμ⟩ : ∃ (e : OrthonormalBasis (Fin (Module.finrank ℝ (Density ι))) ℝ (Density ι))
      (μ : Fin (Module.finrank ℝ (Density ι)) → ℝ), ∀ i, J (e i) = μ i • e i :=
    ⟨hJ.eigenvectorBasis rfl, _, fun i => hJ.apply_eigenvectorBasis rfl i⟩
  have parseval : ∀ x : Density ι, ‖x‖ ^ 2 = ∑ i, (inner ℝ (e i) x) ^ 2 := by
    intro x
    rw [← real_inner_self_eq_norm_sq, ← e.sum_inner_mul_inner x x]
    refine Finset.sum_congr rfl fun i _ => ?_
    rw [real_inner_comm (e i) x]
    ring
  -- each component of the error is multiplied by its own factor
  have coef : ∀ i, inner ℝ (e i) (mixStep α J d) =
      (1 - α * (1 - μ i)) * inner ℝ (e i) d := by
    intro i
    have hs : inner ℝ (e i) (J d) = μ i * inner ℝ (e i) d := by
      rw [← hJ (e i) d, hμ, real_inner_smul_left]
    rw [mixStep, inner_add_right, real_inner_smul_right, real_inner_smul_right, hs]
    ring
  have hsq : ‖mixStep α J d‖ ^ 2 ≤ (q * ‖d‖) ^ 2 := by
    rw [mul_pow, parseval (mixStep α J d), parseval d, Finset.mul_sum]
    refine Finset.sum_le_sum fun i _ => ?_
    have hi : HasEigenvalue J (μ i) :=
      hasEigenvalue_of_hasEigenvector
        ⟨mem_eigenspace_iff.mpr (hμ i), e.orthonormal.ne_zero i⟩
    have hb := abs_le.mp (h (μ i) hi)
    rw [coef, mul_pow]
    exact mul_le_mul_of_nonneg_right (sq_le_sq' hb.1 hb.2) (sq_nonneg _)
  exact (le_abs_self _).trans (abs_le_of_sq_le_sq hsq (mul_nonneg hq (norm_nonneg d)))
```

The basis `e` and the eigenvalues `μ i` come from the spectral theorem in Mathlib. The step `parseval` writes ‖x‖² as the sum of squared components. In `coef`, symmetry moves J onto the basis vector, ⟨e_i, J d⟩ = ⟨J e_i, d⟩ = μ_i ⟨e_i, d⟩, which gives the factor g(μ_i). The inequality `hsq` compares the two sums term by term, and the last line passes from squares to norms.

Repeating the bound gives the estimate after k steps.

```lean
/-- For symmetric `J`, if `q ≥ 0` bounds `|1 - α (1 - μ)|` for every eigenvalue `μ` of `J`, the
error norm after `k` steps is at most `q ^ k` times the initial one. -/
theorem norm_iterate_le {J : Density ι →ₗ[ℝ] Density ι} (hJ : J.IsSymmetric) {α q : ℝ}
    (hq : 0 ≤ q) (h : ∀ μ : ℝ, HasEigenvalue J μ → |1 - α * (1 - μ)| ≤ q)
    (d : Density ι) (k : ℕ) : ‖(mixStep α J)^[k] d‖ ≤ q ^ k * ‖d‖ := by
  induction k with
  | zero => simp
  | succ k ih =>
    rw [Function.iterate_succ_apply']
    calc ‖mixStep α J ((mixStep α J)^[k] d)‖ ≤ q * ‖(mixStep α J)^[k] d‖ :=
          norm_mixStep_le hJ hq h _
      _ ≤ q * (q ^ k * ‖d‖) := mul_le_mul_of_nonneg_left ih hq
      _ = q ^ (k + 1) * ‖d‖ := by ring
```

The induction step multiplies the previous bound by q.

## Convergence from every starting error

The main theorem takes the spectral window as the hypothesis `hspec` and states the mixing condition as a product, `α * (1 + a) < 2`. The sign of a is left free. The conclusion, written with `Tendsto`, is that Mᵏ d approaches the zero density as k grows, for any `d`.

```lean
/-- If `J` is symmetric with all eigenvalues in `[-a, b]`, `b < 1`, and the mixing satisfies
`0 < α` and `α (1 + a) < 2`, the linearised iteration converges to zero from every start. -/
theorem tendsto_iterate_zero {J : Density ι →ₗ[ℝ] Density ι} (hJ : J.IsSymmetric)
    {a b α : ℝ} (hspec : ∀ μ : ℝ, HasEigenvalue J μ → -a ≤ μ ∧ μ ≤ b)
    (hb : b < 1) (hα : 0 < α) (hαa : α * (1 + a) < 2) (d : Density ι) :
    Tendsto (fun k : ℕ => (mixStep α J)^[k] d) atTop (𝓝 0) := by
  -- the worst factor allowed by the two ends of the spectral window
  obtain ⟨q, hq0, hq1, h1, h2⟩ : ∃ q : ℝ, 0 ≤ q ∧ q < 1 ∧
      1 - α * (1 - b) ≤ q ∧ α * (1 + a) - 1 ≤ q := by
    refine ⟨max 0 (max (1 - α * (1 - b)) (α * (1 + a) - 1)), le_max_left _ _, ?_,
      (le_max_left _ _).trans (le_max_right _ _), (le_max_right _ _).trans (le_max_right _ _)⟩
    have := mul_pos hα (sub_pos.mpr hb)
    exact max_lt one_pos (max_lt (by linarith) (by linarith))
  have hfac : ∀ μ : ℝ, HasEigenvalue J μ → |1 - α * (1 - μ)| ≤ q := by
    intro μ hμ
    obtain ⟨hl, hu⟩ := hspec μ hμ
    have hl' := mul_le_mul_of_nonneg_left hl hα.le
    have hu' := mul_le_mul_of_nonneg_left hu hα.le
    exact abs_le.mpr ⟨by linarith, by linarith⟩
  have hlim : Tendsto (fun k : ℕ => q ^ k * ‖d‖) atTop (𝓝 0) := by
    simpa using (tendsto_pow_atTop_nhds_zero_of_lt_one hq0 hq1).mul_const ‖d‖
  exact tendsto_zero_iff_norm_tendsto_zero.mpr
    (squeeze_zero (fun k => norm_nonneg _) (norm_iterate_le hJ hq0 hfac d) hlim)
```

The first block constructs q as the maximum derived above. Its entry 0 matters only for a lattice without sites, where there are no eigenvalues to force −a ≤ b. The step `hfac` multiplies the two inequalities for μ by α and obtains |g(μ)| ≤ q. Finally, `squeeze_zero` traps the error norm between 0 and qᵏ ‖d‖.

## When the mixing condition is also necessary

Suppose that Mᵏ d → 0 for every d, and let v be an eigenvector of J with eigenvalue μ. Then

‖Mᵏ v‖ = |g(μ)|ᵏ ‖v‖.

If |g(μ)| were at least 1, this norm would never fall below ‖v‖ > 0, contrary to convergence. So |g(μ)| < 1.

```lean
/-- If the linearised iteration converges to zero from every start, then
`|1 - α (1 - μ)| < 1` for every eigenvalue `μ` of `J`. -/
theorem factor_lt_one_of_tendsto {J : Density ι →ₗ[ℝ] Density ι} {α μ : ℝ}
    (h : ∀ d, Tendsto (fun k : ℕ => (mixStep α J)^[k] d) atTop (𝓝 0))
    (hμ : HasEigenvalue J μ) : |1 - α * (1 - μ)| < 1 := by
  obtain ⟨v, hv⟩ := hμ.exists_hasEigenvector
  by_contra hc
  have hc' : 1 ≤ |1 - α * (1 - μ)| := not_lt.mp hc
  -- the error along the eigenvector never drops below its initial size
  have hle : ‖v‖ ≤ 0 := by
    refine ge_of_tendsto' (tendsto_zero_iff_norm_tendsto_zero.mp (h v)) fun k => ?_
    rw [iterate_eigenvector α hv.apply_eq_smul k, norm_smul, norm_pow, Real.norm_eq_abs]
    exact le_mul_of_one_le_left (norm_nonneg v) (one_le_pow₀ hc')
  exact hv.2 (norm_le_zero_iff.mp hle)
```

The Lean proof is the same contradiction: a sequence that tends to zero while staying at or above ‖v‖ forces ‖v‖ ≤ 0, although an eigenvector is nonzero. This direction holds for any linear J, symmetric or not.

For a sharp criterion, the next theorem takes the ends of the window to be eigenvalues themselves. If the window is wider than the spectrum, the conditions on b and α can be stricter than necessary. At μ = b, the inequality g(b) < 1 gives α(1 − b) > 0, hence b < 1 since α > 0. At μ = −a, the inequality g(−a) > −1 gives α(1 + a) < 2.

```lean
/-- For symmetric `J` whose lowest and highest eigenvalues are `-a` and `b`, and `α > 0`, the
linearised iteration converges to zero from every start exactly if `b < 1` and
`α (1 + a) < 2`. -/
theorem tendsto_iff {J : Density ι →ₗ[ℝ] Density ι} (hJ : J.IsSymmetric) {a b α : ℝ}
    (hspec : ∀ μ : ℝ, HasEigenvalue J μ → -a ≤ μ ∧ μ ≤ b)
    (hlow : HasEigenvalue J (-a)) (hhigh : HasEigenvalue J b) (hα : 0 < α) :
    (∀ d, Tendsto (fun k : ℕ => (mixStep α J)^[k] d) atTop (𝓝 0)) ↔
      b < 1 ∧ α * (1 + a) < 2 := by
  constructor
  · intro h
    have h1 := (abs_lt.mp (factor_lt_one_of_tendsto h hhigh)).2
    have h2 := (abs_lt.mp (factor_lt_one_of_tendsto h hlow)).1
    refine ⟨?_, by linarith⟩
    by_contra hb
    have := mul_nonneg hα.le (sub_nonneg.mpr (not_lt.mp hb))
    linarith
  · rintro ⟨hb, hαa⟩ d
    exact tendsto_iterate_zero hJ hspec hb hα hαa d
```

The hypotheses `hlow` and `hhigh` say that −a and b are eigenvalues. The forward direction applies the previous theorem to each of them, and the reverse direction is the main theorem.

## A mixing parameter that balances the two ends

As α increases, the bound 1 − α(1 − b) from the upper end of the window falls, while the bound α(1 + a) − 1 from the lower end rises. They are equal when

α = 2/(2 + a − b),

and their common value is

q = (a + b)/(2 + a − b).

For −a ≤ b < 1 the denominator is (1 + a) + (1 − b) > 0, and 0 ≤ q < 1. The larger of the two bounds is smallest at this crossing; that optimality is an observation by hand, while the theorem below establishes the error bound for this α.

```lean
/-- For symmetric `J` with all eigenvalues in `[-a, b]`, where `-a ≤ b < 1`, the mixing
`α = 2 / (2 + a - b)` reduces the error norm at least as fast as the powers of
`(a + b) / (2 + a - b)`. -/
theorem balanced_mixing_rate {J : Density ι →ₗ[ℝ] Density ι} (hJ : J.IsSymmetric) {a b : ℝ}
    (hspec : ∀ μ : ℝ, HasEigenvalue J μ → -a ≤ μ ∧ μ ≤ b)
    (hab : -a ≤ b) (hb : b < 1) (d : Density ι) (k : ℕ) :
    ‖(mixStep (2 / (2 + a - b)) J)^[k] d‖ ≤ ((a + b) / (2 + a - b)) ^ k * ‖d‖ := by
  have hD : 0 < 2 + a - b := by linarith
  refine norm_iterate_le hJ (div_nonneg (by linarith) hD.le) (fun μ hμ => ?_) d k
  obtain ⟨hl, hu⟩ := hspec μ hμ
  have hfac : 1 - 2 / (2 + a - b) * (1 - μ) = (a - b + 2 * μ) / (2 + a - b) := by
    have hc : 2 / (2 + a - b) * (2 + a - b) = 2 := div_mul_cancel₀ _ hD.ne'
    rw [eq_div_iff hD.ne']
    linear_combination (-(1 - μ)) * hc
  rw [hfac, abs_div, abs_of_pos hD]
  exact div_le_div_of_nonneg_right (abs_le.mpr ⟨by linarith, by linarith⟩) hD.le

end

end LatticeDFT.LinearMixing
```

The proof supplies this q to `norm_iterate_le`. The identity `hfac` rewrites the factor as

g(μ) = (a − b + 2μ)/(2 + a − b).

For μ between −a and b the numerator lies between −(a + b) and a + b, which gives |g(μ)| ≤ q. If a + b = 0, all eigenvalues coincide and the error vanishes after one step.

```lean
#print axioms LatticeDFT.LinearMixing.hasFDerivAt_mixStep
#print axioms LatticeDFT.LinearMixing.tendsto_iterate_zero
#print axioms LatticeDFT.LinearMixing.tendsto_iff
#print axioms LatticeDFT.LinearMixing.balanced_mixing_rate
```

```
'LatticeDFT.LinearMixing.hasFDerivAt_mixStep' depends on axioms: [propext, Classical.choice, Quot.sound]
'LatticeDFT.LinearMixing.tendsto_iterate_zero' depends on axioms: [propext, Classical.choice, Quot.sound]
'LatticeDFT.LinearMixing.tendsto_iff' depends on axioms: [propext, Classical.choice, Quot.sound]
'LatticeDFT.LinearMixing.balanced_mixing_rate' depends on axioms: [propext, Classical.choice, Quot.sound]
```
